# Both orders of pairwise scattering agree for three Gaudin–Yang particles

Let $s,t$ be elements of a complex algebra with $s^2=t^2=1$ and $sts=tst$, and put $r=sts$. Then, for all complex $u,v,c$,

$$(u+cs)(u+v+cr)(v+ct)=(v+ct)(u+v+cr)(u+cs).$$

For three distinct particles with real momenta, this makes the two orders of multiplying Gaudin–Yang two-body scattering matrices equal. The Yang–Baxter equation is a condition on two-body matrices in general; this is one solution of it.

## Spin amplitudes in a Bethe-ansatz code

A code for one-dimensional fermions of equal mass with contact interaction can build spin amplitudes from the two-body matrix

$$S(q)=\frac{q+icP}{q+ic},$$

where $q$ is the momentum difference, $c$ the real coupling and $P$ the spin exchange. In units with $\hbar=2m=1$, the interaction of two particles at distance $x$ is $2c\,\delta(x)$. The order of three particles can be reversed by two sequences of three neighbouring exchanges, and the amplitudes are well defined for arbitrary spin states only if both give the same operator. Comparing the two products at random momenta can expose a wrong particle index or a sign reversed in a single momentum difference. It does not detect a sign of $c$ reversed everywhere, which leaves the two products equal.

## The difference of the two products

Subtract the right side from the left, first for arbitrary $s,r,t$. The terms of order $c^0$ and $c^1$ cancel, leaving

$$c^2\bigl[u(rt-tr)+(u+v)(st-ts)+v(sr-rs)\bigr]+c^3(srt-trs).$$

Now insert $r=sts$. Since $s^2=1$, we have $sr=ts$ and $rs=st$. Both cubic terms equal $tst$ and cancel. The terms in $v$ cancel too, so the difference is

$$c^2u\,(stst-tsts+st-ts)=c^2u\,(1+st)(sts-tst)s.$$

The last equality follows by multiplying out with $s^2=t^2=1$. The braid relation $sts=tst$ makes the difference zero.

Without the braid relation the identity can fail. Take the Pauli matrices $s=\sigma_z$, $t=\sigma_x$. Then $stst=tsts=-1$, and the difference is $c^2u(st-ts)=2ic^2u\,\sigma_y$, which is nonzero whenever $cu\neq0$.

For the scattering matrices, let $s$ exchange the spins of particles $i,j$ and $t$ those of $j,k$. Each squares to 1, and both $sts$ and $tst$ exchange the spins of $i$ and $k$, so the hypotheses hold and $r$ is the exchange of $i$ and $k$. Set $u=p_i-p_j$ and $v=p_j-p_k$, so that $u+v=p_i-p_k$, and replace $c$ by $ic$. Both orders carry the same scalar denominators. Also, $P^2=1$ gives

$$(q+icP)(-q+icP)=-(q^2+c^2)=(q+ic)(-q+ic),$$

hence $S(q)S(-q)=1$ for $c\neq0$.

## The Lean file

```lean
import Mathlib

open Complex

namespace GaudinYangScattering

noncomputable section

variable {A : Type*} [Ring A] [Algebra ℂ A]

/-- The unnormalised two-particle factor `u + c P`, with spectral parameter `u`,
coupling `c` and exchange operator `P`. -/
def factor (c u : ℂ) (P : A) : A := u • (1 : A) + c • P

/-- The two-particle scattering matrix `(q + i c P) / (q + i c)` at momentum difference `q`
and coupling `c`, with spin exchange `P`. -/
def scattering (c q : ℝ) (P : A) : A :=
  ((q : ℂ) + I * c)⁻¹ • factor (I * c) q P

/-- The difference between the two orders of three pairwise factors, expanded in powers of
the coupling for arbitrary operators `s`, `r`, `t`. -/
theorem factor_expansion (s r t : A) (u v c : ℂ) :
    factor c u s * factor c (u + v) r * factor c v t
      - factor c v t * factor c (u + v) r * factor c u s
    = c ^ 2 • (u • (r * t - t * r) + (u + v) • (s * t - t * s) + v • (s * r - r * s))
      + c ^ 3 • (s * r * t - t * r * s) := by
  simp only [factor, mul_add, add_mul, smul_mul_assoc, mul_smul_comm, one_mul, mul_one,
    mul_assoc]
  module

/-- For two involutions `s`, `t` and `r = sts`, the two orders of the three factors differ by `c² u
(1 + st)(sts - tst)s`. -/
theorem yang_baxter_defect {s t : A} (hs : s * s = 1) (ht : t * t = 1) (u v c : ℂ) :
    factor c u s * factor c (u + v) (s * t * s) * factor c v t
      - factor c v t * factor c (u + v) (s * t * s) * factor c u s
    = (c ^ 2 * u) • ((1 + s * t) * (s * t * s - t * s * t) * s) := by
  have h1 : s * (s * t * s) = t * s := by
    rw [← mul_assoc, ← mul_assoc, hs, one_mul]
  have h2 : s * t * s * s = s * t := by
    rw [mul_assoc (s * t) s s, hs, mul_one]
  have h3 : t * (s * t * s) * s = t * s * t := by
    rw [mul_assoc t (s * t * s) s, h2, ← mul_assoc]
  -- the defect, reduced with `s² = t² = 1`
  have h4 : (1 + s * t) * (s * t * s - t * s * t) * s
      = s * t * s * t - t * (s * t * s) + s * t - t * s := by
    have e : s * 1 * s * t * s = t * s := by rw [mul_one, hs, one_mul]
    calc (1 + s * t) * (s * t * s - t * s * t) * s
        = s * t * (s * s) - t * s * t * s + s * t * s * t * (s * s)
          - s * (t * t) * s * t * s := by noncomm_ring
      _ = s * t * 1 - t * s * t * s + s * t * s * t * 1 - t * s := by rw [hs, ht, e]
      _ = s * t * s * t - t * (s * t * s) + s * t - t * s := by noncomm_ring
  rw [factor_expansion, h1, h2, h3, h4]
  module

/-- Yang-Baxter identity: for involutions with `sts = tst`, the three pairwise factors may be
multiplied in either order, for all complex parameters. -/
theorem yang_baxter {s t : A} (hs : s * s = 1) (ht : t * t = 1)
    (hb : s * t * s = t * s * t) (u v c : ℂ) :
    factor c u s * factor c (u + v) (s * t * s) * factor c v t
      = factor c v t * factor c (u + v) (s * t * s) * factor c u s := by
  apply sub_eq_zero.mp
  rw [yang_baxter_defect hs ht, hb, sub_self, mul_zero, zero_mul, smul_zero]

/-- At nonzero coupling, two involutions satisfy the Yang-Baxter identity for all spectral
parameters exactly when `(1 + st)(sts - tst) = 0`. -/
theorem yang_baxter_iff {s t : A} (hs : s * s = 1) (ht : t * t = 1) {c : ℂ} (hc : c ≠ 0) :
    (∀ u v : ℂ, factor c u s * factor c (u + v) (s * t * s) * factor c v t
      = factor c v t * factor c (u + v) (s * t * s) * factor c u s)
    ↔ (1 + s * t) * (s * t * s - t * s * t) = 0 := by
  constructor
  · intro H
    have h := yang_baxter_defect hs ht 1 0 c
    rw [H 1 0, sub_self] at h
    have hz := (smul_eq_zero.mp h.symm).resolve_left
      (mul_ne_zero (pow_ne_zero 2 hc) one_ne_zero)
    -- the involution `s` can be cancelled on the right
    have cancel : ∀ x : A, x * s = 0 → x = 0 := fun x hx => by
      rw [← mul_one x, ← hs, ← mul_assoc, hx, zero_mul]
    exact cancel _ hz
  · intro h u v
    apply sub_eq_zero.mp
    rw [yang_baxter_defect hs ht, h, zero_mul, smul_zero]

/-- At nonzero real coupling and for `P² = 1`, the scattering matrices at opposite momentum
differences are inverse to each other. -/
theorem scattering_inversion {P : A} (hP : P * P = 1) {c : ℝ} (hc : c ≠ 0) (q : ℝ) :
    scattering c q P * scattering c (-q) P = 1 := by
  have hne : ∀ x : ℝ, (x : ℂ) + I * c ≠ 0 := fun x h =>
    hc (by simpa using congrArg Complex.im h)
  have hf : factor (I * c) (q : ℂ) P * factor (I * c) ((-q : ℝ) : ℂ) P
      = (((q : ℂ) + I * c) * (((-q : ℝ) : ℂ) + I * c)) • (1 : A) := by
    rw [Complex.ofReal_neg]
    simp only [factor, mul_add, add_mul, smul_mul_assoc, mul_smul_comm, one_mul, mul_one, hP]
    module
  unfold scattering
  rw [smul_mul_smul_comm, hf, smul_smul, ← mul_inv,
    inv_mul_cancel₀ (mul_ne_zero (hne q) (hne (-q))), one_smul]

variable {ι σ : Type*} [DecidableEq ι]

/-- The operator exchanging the spins of particles `i` and `j` in a many-particle spin
wavefunction. -/
def exchange (i j : ι) : Module.End ℂ ((ι → σ) → ℂ) :=
  LinearMap.funLeft ℂ ℂ (fun m : ι → σ => m ∘ Equiv.swap i j)

/-- Exchanging the same two spins twice restores the wavefunction. -/
theorem exchange_sq (i j : ι) :
    (exchange i j * exchange i j : Module.End ℂ ((ι → σ) → ℂ)) = 1 := by
  refine LinearMap.ext fun ψ => funext fun m => ?_
  change ψ ((m ∘ Equiv.swap i j) ∘ Equiv.swap i j) = ψ m
  exact congrArg ψ (funext fun x => by simp)

/-- For three distinct particles, either threefold product of neighbouring exchanges is the
exchange of the outer pair. -/
theorem exchange_braid {i j k : ι} (hij : i ≠ j) (hik : i ≠ k) (hjk : j ≠ k) :
    (exchange i j * exchange j k * exchange i j : Module.End ℂ ((ι → σ) → ℂ)) = exchange i k ∧
    (exchange j k * exchange i j * exchange j k : Module.End ℂ ((ι → σ) → ℂ))
      = exchange i k := by
  constructor
  · refine LinearMap.ext fun ψ => funext fun m => ?_
    change ψ (((m ∘ Equiv.swap i j) ∘ Equiv.swap j k) ∘ Equiv.swap i j)
      = ψ (m ∘ Equiv.swap i k)
    refine congrArg ψ (funext fun x => ?_)
    by_cases hi : x = i <;> by_cases hj : x = j <;> by_cases hk : x = k <;>
      simp_all [Equiv.swap_apply_of_ne_of_ne, hij.symm, hik.symm, hjk.symm]
  · refine LinearMap.ext fun ψ => funext fun m => ?_
    change ψ (((m ∘ Equiv.swap j k) ∘ Equiv.swap i j) ∘ Equiv.swap j k)
      = ψ (m ∘ Equiv.swap i k)
    refine congrArg ψ (funext fun x => ?_)
    by_cases hi : x = i <;> by_cases hj : x = j <;> by_cases hk : x = k <;>
      simp_all [Equiv.swap_apply_of_ne_of_ne, hij.symm, hik.symm, hjk.symm]

/-- For three two-valued spins, the exchanges of neighbouring particles are involutions that
satisfy the braid relation and do not commute. -/
theorem yang_baxter_witness :
    let s : Module.End ℂ ((Fin 3 → Fin 2) → ℂ) := exchange 0 1
    let t : Module.End ℂ ((Fin 3 → Fin 2) → ℂ) := exchange 1 2
    s * s = 1 ∧ t * t = 1 ∧ s * t * s = t * s * t ∧ s * t ≠ t * s := by
  intro s t
  have hb := exchange_braid (σ := Fin 2) (i := (0 : Fin 3)) (j := 1) (k := 2)
    (by decide) (by decide) (by decide)
  refine ⟨exchange_sq 0 1, exchange_sq 1 2, hb.1.trans hb.2.symm, fun h => ?_⟩
  -- read off the first spin after the two exchanges of the configuration (0, 1, 0)
  have h0 := congrFun (LinearMap.congr_fun h
    (fun m : Fin 3 → Fin 2 => ((m 0).val : ℂ))) ![0, 1, 0]
  change (((![0, 1, 0] : Fin 3 → Fin 2)
      (Equiv.swap (0 : Fin 3) 1 (Equiv.swap (1 : Fin 3) 2 0))).val : ℂ)
    = (((![0, 1, 0] : Fin 3 → Fin 2)
      (Equiv.swap (1 : Fin 3) 2 (Equiv.swap (0 : Fin 3) 1 0))).val : ℂ) at h0
  have h1 : Equiv.swap (0 : Fin 3) 1 (Equiv.swap (1 : Fin 3) 2 0) = 1 := by decide
  have h2 : Equiv.swap (1 : Fin 3) 2 (Equiv.swap (0 : Fin 3) 1 0) = 2 := by decide
  rw [h1, h2] at h0
  simp at h0

/-- Gaudin-Yang consistency: for any three distinct particles with real momenta `p`, the two
orders of pairwise scattering give the same operator on spin wavefunctions. -/
theorem gaudin_yang_consistency {i j k : ι} (hij : i ≠ j) (hik : i ≠ k) (hjk : j ≠ k)
    (c : ℝ) (p : ι → ℝ) :
    (scattering c (p i - p j) (exchange i j) * scattering c (p i - p k) (exchange i k)
      * scattering c (p j - p k) (exchange j k) : Module.End ℂ ((ι → σ) → ℂ))
    = scattering c (p j - p k) (exchange j k) * scattering c (p i - p k) (exchange i k)
      * scattering c (p i - p j) (exchange i j) := by
  have hb := exchange_braid (σ := σ) hij hik hjk
  have h := yang_baxter (exchange_sq (σ := σ) i j) (exchange_sq j k)
    (hb.1.trans hb.2.symm) ((p i - p j : ℝ) : ℂ) ((p j - p k : ℝ) : ℂ) (I * c)
  -- the momentum differences add up
  have hp : ((p i - p j : ℝ) : ℂ) + ((p j - p k : ℝ) : ℂ) = ((p i - p k : ℝ) : ℂ) := by
    push_cast
    ring
  rw [hb.1, hp] at h
  simp only [scattering, smul_mul_assoc, mul_smul_comm, smul_smul]
  rw [h]
  module

end

end GaudinYangScattering
```

```lean
#print axioms GaudinYangScattering.yang_baxter_iff
-- 'GaudinYangScattering.yang_baxter_iff' depends on axioms: [propext, Classical.choice, Quot.sound]
#print axioms GaudinYangScattering.scattering_inversion
-- 'GaudinYangScattering.scattering_inversion' depends on axioms: [propext, Classical.choice, Quot.sound]
#print axioms GaudinYangScattering.gaudin_yang_consistency
-- 'GaudinYangScattering.gaudin_yang_consistency' depends on axioms: [propext, Classical.choice, Quot.sound]
```

## How the code represents the scattering problem

`factor c u P` is $u+cP$ in an arbitrary complex algebra `A`, and `scattering c q P` is $S(q)$. Particles are labelled by `ι` and spin values by `σ`; a spin wavefunction is a function `(ι → σ) → ℂ`, and `exchange i j` swaps two of its spin labels. `gaudin_yang_consistency` states

$$S_{ij}S_{ik}S_{jk}=S_{jk}S_{ik}S_{ij}$$

for distinct $i,j,k$, each matrix being taken at its own momentum difference.

The proof follows the calculation above. In `factor_expansion`, `simp only` distributes the products and `module` compares coefficients. `yang_baxter_defect` reduces the words in $s$ and $t$, and `yang_baxter` sets the defect to zero. For $c\neq0$, `yang_baxter_iff` shows that the identity holds for all $u,v$ exactly when $(1+st)(sts-tst)=0$: it takes $u=1$, $v=0$ and cancels $s$ on the right.

`scattering_inversion` proves $S(q)S(-q)=1$. `exchange_sq` and `exchange_braid` supply the algebraic hypotheses for spin exchanges, the latter by following each particle label through the swaps. `yang_baxter_witness` shows that for three spin-1/2 particles the neighbouring exchanges do not commute, so the identity is not mere commutativity. The final theorem matches the momentum differences and collects the denominators.

## Any spin and real momenta, with a postulated two-body matrix

The consistency theorem covers any spin and any set of particles containing the chosen three. The matrix $S(q)$ is a definition, standing for the collision of two fermions with the spin-independent contact interaction $2c\,\delta(x)$. Neither its derivation from the Hamiltonian nor the absence of diffraction in three-body collisions is proved here; Coulomb interactions are not modelled. At $c=q=0$, Lean's convention $0^{-1}=0$ makes `scattering` zero, whereas particles without interaction should have the identity.

The exchanges could also have been modelled as explicit $8\times8$ matrices for three spin-1/2 particles. That would be closer to the arrays in a code, but would fix both the spin and the number of particles.
